# An ideal cuboctahedral fcc cluster with $n$ shells around a central atom has $(10n^3+15n^2+11n+3)/3$ atoms

Q: You want to count the atoms in a cuboctahedral piece of an fcc crystal. A crystal has atoms and facets, but Lean needs a set. Which set did you choose?

A: Integer triples $(x,y,z)$, with lengths in units of half the cubic lattice constant. In these units the fcc sites are the triples with even coordinate sum, and nearest neighbours differ by vectors such as $(1,1,0)$. The cuboctahedron is the intersection of a cube and an octahedron:
$$|x|,|y|,|z|\le n,\qquad |x|+|y|+|z|\le 2n .$$
Its vertices are $(\pm n,\pm n,0)$ and permutations, so each edge is $n$ nearest-neighbour spacings long. The number $n$ counts shells around the central atom; some authors count that atom as the first shell, which shifts $n$ by one.

```lean
import Mathlib

open Finset

namespace CuboctahedralMagicNumbers

/-- The cuboctahedral fcc cluster of order `n`, in units of half the cubic lattice constant:
integer triples with even sum, each coordinate at most `n` in absolute value, and
absolute values adding up to at most `2n`. -/
noncomputable def cluster (n : ℕ) : Finset (ℤ × ℤ × ℤ) :=
  (Icc (-(n : ℤ)) n ×ˢ Icc (-(n : ℤ)) n ×ˢ Icc (-(n : ℤ)) n).filter
    fun p => Even (p.1 + p.2.1 + p.2.2) ∧ |p.1| + |p.2.1| + |p.2.2| ≤ 2 * n
```

Q: What are the two further definitions for?

A: They serve the counting only. I use primitive coordinates $a,b,c$, which are integers here and not lattice parameters. For given $a$, `row` is the range of $b$; for given $a$ and $b$, `column` is the range of $c$.

```lean
/-- The range of the second primitive coordinate `b` when the first one is `a`. -/
noncomputable def row (n a : ℤ) : Finset ℤ := Icc (max (-n) (-n - a)) (min n (n - a))

/-- The range of the third primitive coordinate when the first two are `a` and `b`. -/
noncomputable def column (n a b : ℤ) : Finset ℤ :=
  Icc (-n - min 0 a - min 0 b) (n - max 0 a - max 0 b)
```

Q: `cluster` filters a finite box. How do I know that the box hasn't cut off any atoms?

A: The box is the cube condition itself. The next theorem says that membership means exactly the even sum and the inequalities above. Its proof unfolds the filter and rewrites each $|x|\le n$ as $-n\le x\le n$.

```lean
/-- A site belongs to the cluster exactly when its coordinate sum is even and it satisfies
the inequalities of the cube and of the octahedron. -/
theorem mem_cluster (n : ℕ) (x y z : ℤ) :
    (x, y, z) ∈ cluster n ↔
      Even (x + y + z) ∧ |x| ≤ n ∧ |y| ≤ n ∧ |z| ≤ n ∧ |x| + |y| + |z| ≤ 2 * n := by
  simp only [cluster, mem_filter, mem_product, mem_Icc, abs_le]
  tauto
```

Q: And the parity condition? It makes direct counting awkward.

A: Primitive coordinates remove it. Put
$$x=b+c,\quad y=a+c,\quad z=a+b .$$
Then $x+y+z=2(a+b+c)$ is always even. The octahedron condition says that every $\pm x\pm y\pm z$ is at most $2n$. Since $-x+y+z=2a$, and similarly for $b$ and $c$, it becomes $|a|,|b|,|c|,|a+b+c|\le n$. The cube adds $|b+c|,|a+c|,|a+b|\le n$.

Now fix $a$ and $b$, with $a$, $b$ and $a+b$ all in $[-n,n]$. The remaining conditions put $c$, $c+a$, $c+b$ and $c+a+b$ in $[-n,n]$, which means
$$-n-\min(0,a)-\min(0,b)\;\le\; c\;\le\; n-\max(0,a)-\max(0,b).$$
Lean proves the equivalence by splitting on the signs of $x$, $y$ and $z$; `omega` settles the linear integer inequalities in each case.

```lean
/-- In primitive fcc coordinates, where the site is `(b + c, a + c, a + b)`, the cuboctahedron
is described by an interval for `a`, one for `b` given `a`, and one for `c` given both. -/
theorem primitive_coordinates (n a b c : ℤ) :
    (|b + c| ≤ n ∧ |a + c| ≤ n ∧ |a + b| ≤ n ∧ |b + c| + |a + c| + |a + b| ≤ 2 * n) ↔
      a ∈ Icc (-n) n ∧ b ∈ row n a ∧ c ∈ column n a b := by
  simp only [row, column, mem_Icc]
  rcases abs_cases (b + c) with h1 | h1 <;> rcases abs_cases (a + c) with h2 | h2 <;>
    rcases abs_cases (a + b) with h3 | h3 <;> constructor <;> intro h
  all_goals omega
```

Q: Does every atom appear once in the new description?

A: Yes. With $s=(x+y+z)/2$, an integer by parity, the inverse is $a=s-x$, $b=s-y$, $c=s-z$. `Finset.card_bij` asks for three things: the map lands in the cluster, it is injective, and it reaches every site. This inverse supplies the third.

Because $\max(0,a)-\min(0,a)=|a|$, the column over $(a,b)$ contains $2n+1-|a|-|b|$ sites. The atom count is therefore a double sum, which the second half of the proof obtains column by column.

```lean
/-- The number of atoms is the sum of the column lengths `2n + 1 - |a| - |b|` over the
allowed pairs of primitive coordinates `a`, `b`. -/
theorem card_cluster_eq_sum (n : ℕ) :
    ((cluster n).card : ℤ) =
      ∑ a ∈ Icc (-(n : ℤ)) n, ∑ b ∈ row n a, (2 * (n : ℤ) + 1 - |a| - |b|) := by
  -- the change to primitive coordinates is a bijection
  have h : ((Icc (-(n : ℤ)) n).sigma fun a => (row n a).sigma fun b => column n a b).card
      = (cluster n).card := by
    refine Finset.card_bij (fun p _ => (p.2.1 + p.2.2, p.1 + p.2.2, p.1 + p.2.1)) ?_ ?_ ?_
    · rintro ⟨a, b, c⟩ h
      simp only [mem_sigma] at h
      exact (mem_cluster n (b + c) (a + c) (a + b)).2
        ⟨⟨a + b + c, by ring⟩, (primitive_coordinates n a b c).2 h⟩
    · rintro ⟨a, b, c⟩ _ ⟨a', b', c'⟩ _ h
      simp only [Prod.mk.injEq] at h
      obtain ⟨h1, h2, h3⟩ := h
      obtain rfl : a = a' := by omega
      obtain rfl : b = b' := by omega
      obtain rfl : c = c' := by omega
      rfl
    · rintro ⟨x, y, z⟩ h
      obtain ⟨⟨s, hs⟩, h1⟩ := (mem_cluster n x y z).1 h
      have hx : (s - y) + (s - z) = x := by omega
      have hy : (s - x) + (s - z) = y := by omega
      have hz : (s - x) + (s - y) = z := by omega
      refine ⟨⟨s - x, s - y, s - z⟩, ?_, ?_⟩
      · simp only [mem_sigma]
        refine (primitive_coordinates n (s - x) (s - y) (s - z)).1 ?_
        rw [hx, hy, hz]
        exact h1
      · simp only [hx, hy, hz]
  -- count the sites column by column
  rw [← h, card_sigma, Nat.cast_sum]
  refine sum_congr rfl fun a ha => ?_
  rw [card_sigma, Nat.cast_sum]
  refine sum_congr rfl fun b hb => ?_
  simp only [row, mem_Icc] at ha hb
  simp only [column, Int.card_Icc]
  rcases abs_cases a with h1 | h1 <;> rcases abs_cases b with h2 | h2 <;> omega
```

Q: Then do the inner sum.

A: For natural numbers $p,q$ and an integer $M$, use $2\sum_{b=-p}^{q}|b|=p(p+1)+q(q+1)$. Hence
$$2\sum_{b=-p}^{q}(M-|b|)=2M(p+q+1)-p(p+1)-q(q+1).$$
Lean reaches this by induction, extending the range by one integer at a time, first on the left and then on the right.

```lean
/-- Twice the sum of `M - |b|` over the integers from `-p` to `q`, in closed form. -/
theorem sum_sub_abs (M : ℤ) (p q : ℕ) :
    2 * ∑ b ∈ Icc (-(p : ℤ)) q, (M - |b|) =
      2 * M * (p + q + 1) - p * (p + 1) - q * (q + 1) := by
  induction q with
  | zero =>
    induction p with
    | zero => simp
    | succ p ih =>
      have hI : Icc (-((p + 1 : ℕ) : ℤ)) ((0 : ℕ) : ℤ) =
          insert (-((p + 1 : ℕ) : ℤ)) (Icc (-(p : ℤ)) ((0 : ℕ) : ℤ)) := by
        ext t
        simp only [mem_insert, mem_Icc]
        omega
      rw [hI, sum_insert (by simp only [mem_Icc]; omega), mul_add, ih, abs_neg, Nat.abs_cast]
      push_cast
      ring
  | succ q ih =>
    have hI : Icc (-(p : ℤ)) ((q + 1 : ℕ) : ℤ) =
        insert ((q + 1 : ℕ) : ℤ) (Icc (-(p : ℤ)) (q : ℤ)) := by
      ext t
      simp only [mem_insert, mem_Icc]
      omega
    rw [hI, sum_insert (by simp only [mem_Icc]; omega), mul_add, ih, Nat.abs_cast]
    push_cast
    ring
```

For $a\ge0$, $b$ runs from $-n$ to $n-a$. Setting $M=2n+1-a$, $p=n$ and $q=n-a$ gives twice the layer count:
$$2(2n+1-a)^2-n(n+1)-(n-a)(n-a+1)=6n^2+6n+2-(6n+3)a+a^2 .$$
For $a<0$ the range is $-n-a\le b\le n$, its mirror image, so the same formula holds with $|a|$. The proof has these two cases; in each it identifies the row and lets `ring` do the algebra.

```lean
/-- Twice the sum of the column lengths in the layer of constant primitive coordinate `a`,
for `|a| ≤ n`, is a quadratic polynomial in `|a|`. -/
theorem layer_sum (n : ℕ) (a : ℤ) (ha : |a| ≤ n) :
    2 * ∑ b ∈ row n a, (2 * (n : ℤ) + 1 - |a| - |b|) =
      6 * (n : ℤ) ^ 2 + 6 * n + 2 - (6 * n + 3) * |a| + |a| ^ 2 := by
  rcases abs_cases a with h | h
  · obtain ⟨q, hq⟩ : ∃ q : ℕ, (q : ℤ) = (n : ℤ) - a := ⟨((n : ℤ) - a).toNat, by omega⟩
    have hr : row n a = Icc (-(n : ℤ)) q := by
      ext t
      simp only [row, mem_Icc]
      omega
    rw [hr, sum_sub_abs, hq, h.1]
    ring
  · obtain ⟨p, hp⟩ : ∃ p : ℕ, (p : ℤ) = (n : ℤ) + a := ⟨((n : ℤ) + a).toNat, by omega⟩
    have hr : row n a = Icc (-(p : ℤ)) n := by
      ext t
      simp only [row, mem_Icc]
      omega
    rw [hr, sum_sub_abs, hp, h.1]
    ring
```

Q: That leaves the sum over layers.

A: Here $\sum_{a=-n}^{n}|a|=n(n+1)$ and $\sum_{a=-n}^{n}a^2=n(n+1)(2n+1)/3$. Twice the number of atoms is therefore
$$(2n+1)(6n^2+6n+2)-(6n+3)n(n+1)+\tfrac13n(n+1)(2n+1)=\tfrac23(2n+1)(5n^2+5n+3).$$
Halving and expanding gives $(10n^3+15n^2+11n+3)/3$.

In Lean the summation limit `m` is kept separate from the parameter `N`, which is not an atom count. The induction on `m` can then add the layers $\pm(m+1)$ without changing the summand.

```lean
/-- The layer polynomial with parameter `N`, summed over the layers from `-m` to `m`. -/
theorem sum_layers (N : ℤ) (m : ℕ) :
    3 * ∑ a ∈ Icc (-(m : ℤ)) m, (6 * N ^ 2 + 6 * N + 2 - (6 * N + 3) * |a| + |a| ^ 2) =
      3 * (2 * m + 1) * (6 * N ^ 2 + 6 * N + 2) - 3 * (6 * N + 3) * (m * (m + 1))
        + m * (m + 1) * (2 * m + 1) := by
  induction m with
  | zero => simp
  | succ m ih =>
    -- enlarging the range adds one layer on either side
    have hI : Icc (-((m + 1 : ℕ) : ℤ)) ((m + 1 : ℕ) : ℤ) =
        insert (-((m + 1 : ℕ) : ℤ)) (insert ((m + 1 : ℕ) : ℤ) (Icc (-(m : ℤ)) m)) := by
      ext t
      simp only [mem_insert, mem_Icc]
      omega
    rw [hI, sum_insert (by simp only [mem_insert, mem_Icc]; omega),
      sum_insert (by simp only [mem_Icc]; omega), abs_neg, Nat.abs_cast]
    push_cast
    linear_combination ih
```

Setting both equal to $n$ and combining the sums gives the count, multiplied by three so that it stays in the natural numbers.

```lean
/-- Three times the number of atoms in the cuboctahedral cluster of order `n` is
`10n³ + 15n² + 11n + 3`. -/
theorem three_mul_card_cluster (n : ℕ) :
    3 * (cluster n).card = 10 * n ^ 3 + 15 * n ^ 2 + 11 * n + 3 := by
  have h1 := card_cluster_eq_sum n
  have h2 : 2 * ∑ a ∈ Icc (-(n : ℤ)) n, ∑ b ∈ row n a, (2 * (n : ℤ) + 1 - |a| - |b|) =
      ∑ a ∈ Icc (-(n : ℤ)) n,
        (6 * (n : ℤ) ^ 2 + 6 * n + 2 - (6 * n + 3) * |a| + |a| ^ 2) := by
    rw [mul_sum]
    exact sum_congr rfl fun a ha => layer_sum n a (abs_le.2 (mem_Icc.1 ha))
  have h3 := sum_layers n n
  rw [← h2, ← h1] at h3
  have h4 : 3 * ((cluster n).card : ℤ) = 10 * (n : ℤ) ^ 3 + 15 * n ^ 2 + 11 * n + 3 := by
    linarith
  exact_mod_cast h4
```

Q: Does the division by three round anything?

A: No. The final statement compares rational numbers, so `/ 3` is ordinary division. For $n=0,1,2,3$ it gives $1,13,55,147$.

```lean
/-- **Cuboctahedral magic numbers**: the fcc cluster of order `n` contains
`(10n³ + 15n² + 11n + 3)/3` atoms. -/
theorem card_cluster (n : ℕ) :
    ((cluster n).card : ℚ) = (10 * (n : ℚ) ^ 3 + 15 * n ^ 2 + 11 * n + 3) / 3 := by
  have h : 3 * ((cluster n).card : ℚ) = 10 * (n : ℚ) ^ 3 + 15 * n ^ 2 + 11 * n + 3 := by
    exact_mod_cast three_mul_card_cluster n
  linarith
```

Q: Experimenters speak of shells. Do you have those too?

A: Yes. Increasing $n$ relaxes every inequality, so the clusters are nested and their counts can be subtracted:
$$\tfrac13\left[10(3n^2+3n+1)+15(2n+1)+11\right]=10(n+1)^2+2 .$$
The first shell has 12 atoms, the nearest neighbours. The central atom is not a shell in this formula.

```lean
/-- The atoms of the cluster of order `n + 1` that are not in the cluster of order `n`
number `10(n + 1)² + 2`. -/
theorem card_shell (n : ℕ) :
    (cluster (n + 1) \ cluster n).card = 10 * (n + 1) ^ 2 + 2 := by
  -- successive clusters are nested
  have hsub : cluster n ⊆ cluster (n + 1) := by
    rintro ⟨x, y, z⟩ h
    rw [mem_cluster] at h ⊢
    obtain ⟨h0, h1, h2, h3, h4⟩ := h
    push_cast
    exact ⟨h0, by linarith, by linarith, by linarith, by linarith⟩
  have h := card_sdiff_add_card_eq_card hsub
  have h1 := three_mul_card_cluster n
  have h2 := three_mul_card_cluster (n + 1)
  nlinarith

end CuboctahedralMagicNumbers
```

```lean
#print axioms CuboctahedralMagicNumbers.card_cluster
-- 'CuboctahedralMagicNumbers.card_cluster' depends on axioms: [propext, Classical.choice, Quot.sound]
#print axioms CuboctahedralMagicNumbers.card_shell
-- 'CuboctahedralMagicNumbers.card_shell' depends on axioms: [propext, Classical.choice, Quot.sound]
```

Q: Where could I go wrong if I set this up myself?

A: By leaving out the octahedron inequality and checking only $n=1$. The cube alone also gives 13 there, because its corners have odd coordinate sum. At $n=2$ the eight corners $(\pm2,\pm2,\pm2)$ are fcc sites, and you would get 63 instead of 55.

Q: "Magic" suggests stability. Have you shown any?

A: No, there is no energy in the statement. The numbers are magic in the geometric sense of complete shells. The step left to physics is that the atoms of a real particle occupy exactly these sites, with no vacancies, extra atoms or change of structure. Within that idealisation, the formula gives the atom count to expect when you build a cuboctahedral starting structure for an electronic-structure or molecular-dynamics calculation.
